# In U(2), the loop diag(e^{ik}, e^{-ik}) contracts to the identity, but diag(e^{ik}, 1) contracts to no constant loop

I have two bands of a one-dimensional crystal and mix their Bloch states by a unitary matrix $U(k)$, periodic in the crystal momentum $k$. A phase $e^{ik}$ on one band moves its Wannier function by one cell. If the other band gets $e^{-ik}$, the two shifts are opposite, and I believe that the gauge can be deformed continuously to the identity. A single shift, I believe, can't be undone in this way. Can both claims be made rigorous and checked by machine?

## Rotating one winding onto the other

Yes. Let $S(k)=\mathrm{diag}(e^{ik},1)$, let $R(s)$ be the plane rotation by $s$, and set
$$W(s,k)=S(k)\,R(s)\,S(-k)\,R(-s).$$
Each factor is unitary, continuous and $2\pi$-periodic in $k$, so $W$ is too. At $s=0$ it is $S(k)S(-k)=1$. At $s=\pi/2$ the rotation exchanges the diagonal entries of $S(-k)$, so
$$W(\pi/2,k)=\mathrm{diag}(e^{ik},1)\,\mathrm{diag}(1,e^{-ik})=\mathrm{diag}(e^{ik},e^{-ik}).$$

For example, at $k=\pi$ and $s=\pi/4$,
$$W=\begin{pmatrix}-1&0\\0&1\end{pmatrix}\begin{pmatrix}0&-1\\-1&0\end{pmatrix}=\begin{pmatrix}0&1\\-1&0\end{pmatrix},$$
a rotation by $-\pi/2$, halfway between $-1$ and the identity.

## The determinant keeps its winding

Suppose that unitary periodic loops $F(t,k)$, jointly continuous in $t\in[0,1]$ and $k$, join $S(k)$ to a constant $C$. Put $d_t(k)=\det F(t,k)$. From $FF^\dagger=1$ we get $|d_t(k)|=1$.

Say that $g$ has winding $m$ if $g(k)=e^{\varphi(k)+imk}$ with $\varphi$ continuous and $2\pi$-periodic.

1. The winding is unique. If also $g=e^{\psi+im'k}$, then $\varphi+imk=\psi+im'k+2\pi i\,n(k)$ with $n(k)$ an integer. Since $n$ is continuous, it is constant. Subtracting the equation at $k=0$ from that at $k=2\pi$ leaves $m=m'$.
2. Nearby loops share it. If $g,h$ are continuous and periodic, $|g|=1$ and $|h-g|<1$, then $|h/g-1|<1$. Hence $\log(h/g)$ is continuous and periodic, and adding it to $\varphi$ gives $h$ the winding of $g$.
3. It is constant in $t$. Near any $t_0$, compactness of $[0,2\pi]$ gives $|d_t(k)-d_{t_0}(k)|<1$ for all $k$ in one period, hence for all $k$. By step 2, used in both directions, $d_t$ has winding $m$ exactly when $d_{t_0}$ does. For each $m$, the property of having winding $m$ is therefore locally constant in $t$, hence constant on the connected interval $[0,1]$.

At the start $d_0(k)=e^{ik}$ has winding 1. At the end $\det C\neq0$, so $\det C=e^{\log\det C}$ has winding 0, a contradiction.

## Gauge deformations in Lean

```lean
import Mathlib

open Filter Topology

namespace GaugeLoopContraction

noncomputable section

/-- A scalar loop `g` has winding `m` if it is `exp(imk)` times the exponential of a
continuous `2π`-periodic function. -/
def HasWinding (g : ℝ → ℂ) (m : ℤ) : Prop :=
  ∃ φ : ℝ → ℂ, Continuous φ ∧ (∀ k, φ (k + 2 * Real.pi) = φ k) ∧
    ∀ k, g k = Complex.exp (φ k + m * k * Complex.I)

/-- A gauge deformation from `U` to `V`: a jointly continuous family of `2π`-periodic
unitary loops that starts at `U` and ends at `V`. -/
structure GaugeDeformation {n : Type*} [Fintype n] [DecidableEq n]
    (F : unitInterval → ℝ → Matrix n n ℂ) (U V : ℝ → Matrix n n ℂ) : Prop where
  cont : Continuous fun z : unitInterval × ℝ => F z.1 z.2
  unitary : ∀ t k, F t k ∈ Matrix.unitaryGroup n ℂ
  periodic : ∀ t k, F t (k + 2 * Real.pi) = F t k
  start : ∀ k, F 0 k = U k
  finish : ∀ k, F 1 k = V k

/-- The loop `diag(exp(ik), 1)`. -/
def singleLoop (k : ℝ) : Matrix (Fin 2) (Fin 2) ℂ :=
  !![Complex.exp (k * Complex.I), 0; 0, 1]

/-- The loop `diag(exp(ik), exp(-ik))`. -/
def pairLoop (k : ℝ) : Matrix (Fin 2) (Fin 2) ℂ :=
  !![Complex.exp (k * Complex.I), 0; 0, Complex.exp (-(k * Complex.I))]

/-- The rotation by the angle `s` that mixes the two bands. -/
def rot (s : ℝ) : Matrix (Fin 2) (Fin 2) ℂ :=
  !![(Real.cos s : ℂ), -(Real.sin s : ℂ); (Real.sin s : ℂ), (Real.cos s : ℂ)]

/-- The loops `diag(exp(ik), 1) R(s) diag(exp(-ik), 1) R(-s)`. -/
def rotatedLoop (s k : ℝ) : Matrix (Fin 2) (Fin 2) ℂ :=
  singleLoop k * rot s * singleLoop (-k) * rot (-s)

/-- A scalar loop has at most one winding number. -/
theorem HasWinding.unique {g : ℝ → ℂ} {m m' : ℤ}
    (h : HasWinding g m) (h' : HasWinding g m') : m = m' := by
  obtain ⟨φ, hφ, pφ, eφ⟩ := h
  obtain ⟨ψ, hψ, pψ, eψ⟩ := h'
  have hex : ∀ k, ∃ n : ℤ, φ k + m * k * Complex.I =
      ψ k + m' * k * Complex.I + n * (2 * Real.pi * Complex.I) := fun k =>
    Complex.exp_eq_exp_iff_exists_int.1 ((eφ k).symm.trans (eψ k))
  choose n hn using hex
  have him : ∀ k, (φ k).im + m * k = (ψ k).im + m' * k + n k * (2 * Real.pi) := by
    intro k
    simpa using congrArg Complex.im (hn k)
  -- the integer offset of the two phases is continuous, hence constant
  have hcont : Continuous fun k => (n k : ℝ) := by
    have e : (fun k => (n k : ℝ)) = fun k =>
        ((φ k).im - (ψ k).im + ((m : ℝ) - m') * k) / (2 * Real.pi) := by
      funext k
      rw [eq_div_iff Real.two_pi_pos.ne']
      linarith [him k]
    rw [e]
    exact (((Complex.continuous_im.comp hφ).sub (Complex.continuous_im.comp hψ)).add
      (continuous_const.mul continuous_id)).div_const _
  have hl : IsLocallyConstant n := by
    rw [IsLocallyConstant.iff_eventually_eq]
    intro x
    have hd : ∀ᶠ y in 𝓝 x, |(n y : ℝ) - n x| < 1 :=
      (isOpen_lt (hcont.sub continuous_const).abs continuous_const).mem_nhds (by simp)
    filter_upwards [hd] with y hy
    have hz : |n y - n x| < 1 := by exact_mod_cast hy
    rw [abs_lt] at hz
    omega
  have h0 := him 0
  have h1 := him (2 * Real.pi)
  have p1 := pφ 0
  have p2 := pψ 0
  rw [zero_add] at p1 p2
  rw [p1, p2, hl.apply_eq_of_preconnectedSpace (2 * Real.pi) 0] at h1
  have h2 : (m : ℝ) * (2 * Real.pi) = m' * (2 * Real.pi) := by linarith
  exact_mod_cast mul_right_cancel₀ Real.two_pi_pos.ne' h2

/-- A continuous periodic loop whose distance from a continuous periodic phase loop is strictly less
than one at every `k` has the same winding. -/
theorem HasWinding.of_close {g h : ℝ → ℂ} {m : ℤ} (hg : Continuous g) (hh : Continuous h)
    (pg : ∀ k, g (k + 2 * Real.pi) = g k) (ph : ∀ k, h (k + 2 * Real.pi) = h k)
    (ng : ∀ k, ‖g k‖ = 1) (hclose : ∀ k, ‖h k - g k‖ < 1)
    (w : HasWinding g m) : HasWinding h m := by
  have g0 : ∀ k, g k ≠ 0 := fun k hk => by
    have := ng k
    simp [hk] at this
  -- the quotient stays in the right half-plane, where the logarithm is continuous
  have hs : ∀ k, h k / g k ∈ Complex.slitPlane := by
    intro k
    have e : ‖h k / g k - 1‖ < 1 := by
      rw [div_sub_one (g0 k), norm_div, ng k, div_one]
      exact hclose k
    have r := (Complex.abs_re_le_norm (h k / g k - 1)).trans_lt e
    rw [Complex.sub_re, Complex.one_re] at r
    exact Complex.mem_slitPlane_iff.2 (Or.inl (by linarith [(abs_lt.1 r).1]))
  obtain ⟨φ, hφ, pφ, eφ⟩ := w
  refine ⟨fun k => φ k + Complex.log (h k / g k), hφ.add ((hh.div hg g0).clog hs),
    fun k => by simp only [pφ, ph, pg], fun k => ?_⟩
  calc h k = g k * (h k / g k) := by
        have := g0 k
        field_simp
    _ = Complex.exp (φ k + m * k * Complex.I) * Complex.exp (Complex.log (h k / g k)) := by
        rw [Complex.exp_log (Complex.slitPlane_ne_zero (hs k)), ← eφ k]
    _ = Complex.exp (φ k + Complex.log (h k / g k) + m * k * Complex.I) := by
        rw [← Complex.exp_add]
        congr 1
        ring

/-- The winding is the same at both ends of a jointly continuous family of periodic
phase loops. -/
theorem winding_invariant {f : unitInterval → ℝ → ℂ}
    (hc : Continuous fun z : unitInterval × ℝ => f z.1 z.2)
    (hnorm : ∀ t k, ‖f t k‖ = 1) (hper : ∀ t k, f t (k + 2 * Real.pi) = f t k) (m : ℤ) :
    HasWinding (f 0) m ↔ HasWinding (f 1) m := by
  have hf : ∀ s, Continuous (f s) := fun s =>
    hc.comp (by fun_prop : Continuous fun k : ℝ => (s, k))
  have hl : IsLocallyConstant (fun s => HasWinding (f s) m) := by
    rw [IsLocallyConstant.iff_eventually_eq]
    intro s
    have hd : Continuous fun z : unitInterval × ℝ => ‖f z.1 z.2 - f s z.2‖ :=
      (hc.sub ((hf s).comp continuous_snd)).norm
    -- compactness of one period gives closeness uniformly in k
    have ht : ∀ᶠ t in 𝓝 s, ∀ k ∈ Set.Icc 0 (2 * Real.pi), ‖f t k - f s k‖ < 1 :=
      isCompact_Icc.eventually_forall_of_forall_eventually (fun k _ =>
        (isOpen_lt hd continuous_const).mem_nhds (by simp))
    filter_upwards [ht] with t ht
    have hall : ∀ k, ‖f t k - f s k‖ < 1 := by
      intro k
      have hp : Function.Periodic (fun k => ‖f t k - f s k‖) (2 * Real.pi) :=
        fun k => by simp only [hper]
      obtain ⟨y, hy, e⟩ := hp.exists_mem_Ico₀ Real.two_pi_pos k
      exact lt_of_eq_of_lt e (ht y ⟨hy.1, hy.2.le⟩)
    exact propext ⟨HasWinding.of_close (hf t) (hf s) (hper t) (hper s) (hnorm t)
        (fun k => by rw [norm_sub_rev]; exact hall k),
      HasWinding.of_close (hf s) (hf t) (hper s) (hper t) (hnorm s) hall⟩
  exact iff_of_eq (hl.apply_eq_of_preconnectedSpace 0 1)

/-- A gauge deformation, for any number of bands, preserves the winding of the determinant. -/
theorem det_winding_invariant {n : Type*} [Fintype n] [DecidableEq n]
    {F : unitInterval → ℝ → Matrix n n ℂ} {U V : ℝ → Matrix n n ℂ}
    (H : GaugeDeformation F U V) (m : ℤ) :
    HasWinding (fun k => (U k).det) m ↔ HasWinding (fun k => (V k).det) m := by
  have hnorm : ∀ t k, ‖(F t k).det‖ = 1 := by
    intro t k
    have h := congrArg Matrix.det (Matrix.mem_unitaryGroup_iff.1 (H.unitary t k))
    rw [Matrix.det_mul, Matrix.star_eq_conjTranspose, Matrix.det_conjTranspose,
      Matrix.det_one] at h
    have h2 := congrArg norm h
    rw [norm_mul, norm_star, norm_one] at h2
    rcases mul_self_eq_one_iff.1 h2 with h3 | h3
    · exact h3
    · linarith [norm_nonneg (F t k).det]
  have key := winding_invariant (f := fun t k => (F t k).det) H.cont.matrix_det hnorm
    (fun t k => by simp only [H.periodic]) m
  simpa only [H.start, H.finish] using key

/-- No gauge deformation joins `diag(exp(ik), 1)` to a constant loop. -/
theorem singleLoop_not_contractible :
    ¬ ∃ (F : unitInterval → ℝ → Matrix (Fin 2) (Fin 2) ℂ) (C : Matrix (Fin 2) (Fin 2) ℂ),
      GaugeDeformation F singleLoop (fun _ => C) := by
  rintro ⟨F, C, H⟩
  -- the determinant winds once at the start
  have h1 : HasWinding (fun k => (singleLoop k).det) 1 :=
    ⟨fun _ => 0, continuous_const, fun _ => rfl, fun k => by
      simp [singleLoop, Matrix.det_fin_two]⟩
  -- and not at all at the end
  have hC : C.det ≠ 0 := by
    intro h0
    have hu := Matrix.mem_unitaryGroup_iff.1 (H.unitary 1 0)
    rw [H.finish] at hu
    have h := congrArg Matrix.det hu
    rw [Matrix.det_mul, h0, zero_mul, Matrix.det_one] at h
    exact zero_ne_one h
  have h0 : HasWinding (fun _ => C.det) 0 :=
    ⟨fun _ => Complex.log C.det, continuous_const, fun _ => rfl, fun k => by
      simp [Complex.exp_log hC]⟩
  exact one_ne_zero (((det_winding_invariant H 1).1 h1).unique h0)

/-- The loop `diag(exp(ik), 1)` is unitary at every `k`. -/
theorem singleLoop_unitary (k : ℝ) : singleLoop k ∈ Matrix.unitaryGroup (Fin 2) ℂ := by
  rw [Matrix.mem_unitaryGroup_iff]
  have hs : star (singleLoop k) = singleLoop (-k) := by
    ext i j
    fin_cases i <;> fin_cases j <;> simp [singleLoop, ← Complex.exp_conj]
  rw [hs]
  ext i j
  fin_cases i <;> fin_cases j <;>
    simp [singleLoop, Matrix.mul_apply, Fin.sum_univ_succ, ← Complex.exp_add]

/-- The band rotation is unitary at every angle. -/
theorem rot_unitary (s : ℝ) : rot s ∈ Matrix.unitaryGroup (Fin 2) ℂ := by
  rw [Matrix.mem_unitaryGroup_iff]
  have hs : star (rot s) = rot (-s) := by
    ext i j
    fin_cases i <;> fin_cases j <;>
      simp [rot, -Complex.ofReal_cos, -Complex.ofReal_sin]
  rw [hs]
  ext i j
  fin_cases i <;> fin_cases j <;>
    simp [rot, Matrix.mul_apply, Fin.sum_univ_succ] <;>
    first
      | linear_combination Complex.sin_sq_add_cos_sq (s : ℂ)
      | ring1

/-- The rotated loops, with the angle running from `π/2` down to `0`, deform
`diag(exp(ik), exp(-ik))` into the identity. -/
theorem pairLoop_contracts :
    GaugeDeformation (fun t k => rotatedLoop (Real.pi / 2 * (1 - (t : ℝ))) k)
      pairLoop (fun _ => 1) := by
  have cS : Continuous singleLoop := by
    refine continuous_matrix fun i j => ?_
    fin_cases i <;> fin_cases j <;> simp [singleLoop] <;> fun_prop
  have cR : Continuous rot := by
    refine continuous_matrix fun i j => ?_
    fin_cases i <;> fin_cases j <;> simp [rot] <;> fun_prop
  have pS : ∀ k, singleLoop (k + 2 * Real.pi) = singleLoop k := by
    intro k
    have e : Complex.exp (((k + 2 * Real.pi : ℝ) : ℂ) * Complex.I) =
        Complex.exp (k * Complex.I) := by
      push_cast
      rw [add_mul]
      exact Complex.exp_periodic _
    simp only [singleLoop, e]
  refine ⟨?_, fun t k => ?_, fun t k => ?_, fun k => ?_, fun k => ?_⟩
  · have ca : Continuous fun z : unitInterval × ℝ => Real.pi / 2 * (1 - (z.1 : ℝ)) := by
      fun_prop
    exact (((cS.comp continuous_snd).mul (cR.comp ca)).mul
      (cS.comp continuous_snd.neg)).mul (cR.comp ca.neg)
  · exact mul_mem (mul_mem (mul_mem (singleLoop_unitary _) (rot_unitary _))
      (singleLoop_unitary _)) (rot_unitary _)
  · have e : singleLoop (-(k + 2 * Real.pi)) = singleLoop (-k) := by
      rw [← pS (-(k + 2 * Real.pi))]
      congr 1
      ring
    simp only [rotatedLoop, pS, e]
  · -- at the angle π/2 the rotation exchanges the two bands
    have ha : Real.pi / 2 * (1 - ((0 : unitInterval) : ℝ)) = Real.pi / 2 := by simp
    simp only [ha]
    ext i j
    fin_cases i <;> fin_cases j <;>
      simp [rotatedLoop, singleLoop, pairLoop, rot, Matrix.mul_apply, Fin.sum_univ_succ]
  · -- at the angle 0 the two phase factors cancel
    have ha : Real.pi / 2 * (1 - ((1 : unitInterval) : ℝ)) = 0 := by simp
    simp only [ha]
    ext i j
    fin_cases i <;> fin_cases j <;>
      simp [rotatedLoop, singleLoop, rot, Matrix.mul_apply, Fin.sum_univ_succ,
        ← Complex.exp_add]

end

end GaugeLoopContraction
```

```lean
#print axioms GaugeLoopContraction.singleLoop_not_contractible
#print axioms GaugeLoopContraction.pairLoop_contracts
```

```
'GaugeLoopContraction.singleLoop_not_contractible' depends on axioms: [propext, Classical.choice, Quot.sound]
'GaugeLoopContraction.pairLoop_contracts' depends on axioms: [propext, Classical.choice, Quot.sound]
```

`GaugeDeformation F U V` says that `F` is jointly continuous, unitary and $2\pi$-periodic in $k$, and runs from `U` at $t=0$ to `V` at $t=1$. The lattice constant is one. `pairLoop_contracts` uses the angle $s=\frac{\pi}{2}(1-t)$, so it starts at the paired loop. `singleLoop_not_contractible` excludes every `F` and every constant `C`; that `C` is unitary follows from the deformation.

`HasWinding.unique`, `HasWinding.of_close` and `winding_invariant` are steps 1–3. `det_winding_invariant` applies them to the determinant for any finite number of bands. For the contraction, `singleLoop_unitary` and `rot_unitary` supply unitarity, and the endpoints are compared entry by entry.

The file contains no Hamiltonian, Wannier functions or spread functional, and it doesn't show that equal determinant windings suffice for a deformation. For gauge optimisation in this one-parameter model, updates that are jointly continuous in $t$ and $k$ and keep the gauge periodic can't remove a net determinant winding, whereas opposite windings on two bands are no topological barrier. Whether a minimiser finds the path is a separate question. A finite $k$ mesh alone doesn't impose the obstruction, since the unitary matrices at its points can be deformed independently.

Periodicity at every $t$ matters. Had the definition required it only at the two ends, $\mathrm{diag}(e^{i(1-t)k},1)$ would join the single loop to the identity and the obstruction would vanish. The intermediate gauges would then fail to match across the Brillouin-zone boundary.
